# Langevin's average and the orientational polarisability μ²/(3kT) of a rigid classical dipole

If I use the linear formula μ²F/(3kT) for the mean dipole at any field strength, then as soon as μF exceeds 3kT it predicts a mean dipole larger than μ itself, which no average over orientations can give. The full answer should be μL(x), with x = μF/(kT) and L(x) = cosh x/sinh x − 1/x. But this form has its own trouble at weak field, because both terms of L diverge as x goes to 0.

I would like to see the two pictures joined properly: that the Boltzmann average of cos θ is L(x), that 0 < L(x) < x/3 for x > 0, that L(x)/x tends to 1/3, and that Debye's μ²/(3kT) follows. Can this be derived in full, with a proof that a machine has checked?

## The average of cos θ and its slope at zero field

Take a dipole of fixed size μ at angle θ to a field F. Its energy is −μF cos θ, so at temperature T, with Boltzmann constant k, the weight of an orientation is exp(μF cos θ/(kT)) sin θ dθ. The azimuthal angle cancels between numerator and denominator. Put t = cos θ, so that dt = −sin θ dθ; the minus sign is absorbed by reversing the limits, and the mean dipole along the field becomes

⟨μ cos θ⟩ = μ m(x), with x = μF/(kT) and m(x) = M(x)/Z(x),

where Z(x) is the integral of exp(xt) over [−1, 1] and M(x) is that of t exp(xt).

Both integrals have explicit antiderivatives. The t-derivative of exp(xt) is x exp(xt), and that of (xt − 1) exp(xt) is x² t exp(xt). Hence

x Z(x) = eˣ − e⁻ˣ = 2 sinh x

x² M(x) = (x − 1)eˣ + (x + 1)e⁻ˣ = 2(x cosh x − sinh x).

For x ≠ 0, division gives

m(x) = (x cosh x − sinh x)/(x sinh x) = cosh x/sinh x − 1/x = L(x).

For the bounds, let x > 0 and define

A(x) = x cosh x − sinh x − x³/3, with A′(x) = x(sinh x − x)

B(x) = x² sinh x + 3 sinh x − 3x cosh x, with B′(x) = x(x cosh x − sinh x).

Both functions vanish at 0. Since sinh x > x, A′ is positive, so A(x) > 0. This makes x cosh x − sinh x positive, so B′ is positive and B(x) > 0. Together,

x³ < 3(x cosh x − sinh x) < x² sinh x.

Dividing by 3x² sinh x gives x/(3 sinh x) < m(x)/x < 1/3. Since sinh x < x cosh x, the left side exceeds 1/(3 cosh x), and therefore

1/(3 cosh x) < m(x)/x < 1/3.

Multiplying by x gives 0 < L(x) < x/3. Because m is odd, m(x)/x is even, and the same bounds hold for x < 0. As x → 0, cosh x → 1, so m(x)/x is squeezed to 1/3. Since m(0) = 0, this limit is the derivative m′(0).

The chain rule now gives the polarisability:

α = d⟨μ cos θ⟩/dF at F = 0 = μ · (1/3) · μ/(kT) = μ²/(3kT).

At finite field, with all quantities positive, L(x) < x/3 says that the mean dipole stays below μ²F/(3kT).

## Dipole, field and temperature as real numbers in Lean

The function m is `meanCos`, L is `langevin`, and the thermal mean dipole is `meanDipole μ k T F`, written as a ratio of integrals over θ from 0 to π with the weight sin θ. All arguments are real numbers. F is the signed field component along a fixed axis, in units where μF is an energy.

- `meanCos_eq_langevin` says that for x > 0 the average equals L(x), and that 0 < L(x) < x/3.
- `tendsto_langevin_div` says that L(x)/x tends to 1/3 as x approaches 0 from above; this is the meaning of `𝓝[>] 0`.
- `debye_polarisability` says that for k > 0 and T > 0 the mean dipole is differentiable in F at zero field, and that its derivative times 3kT is μ². The derivative is two-sided, so both field directions count.
- `meanDipole_lt_linear` says that for positive μ, k, T and F the mean dipole is positive and strictly below μ²F/(3kT).

The Boltzmann weight is built into the definition and not derived from statistical mechanics. The constant k stands for the conversion of temperature into energy, and only its positivity is used. The dipole is rigid and classical, without interactions or quantised rotation. F is the field that acts on the molecule, so relating α to a measured dielectric constant takes the number density, the induced polarisability and, outside the dilute-gas limit, a local-field model.

For a dilute gas of polar molecules whose rotation is nearly classical, α is the orientational part of the polarisability per molecule, and the induced part is added to it. If the molecule is rigid, its permanent dipole moment from an electronic-structure calculation can be inserted as μ.

```lean
import Mathlib

open Filter Topology

namespace DebyeOrientation

noncomputable section

/-- The Langevin function `L(x) = cosh x / sinh x - 1 / x`, for `x ≠ 0`. -/
def langevin (x : ℝ) : ℝ := Real.cosh x / Real.sinh x - 1 / x

/-- The average of `t = cos θ` over `[-1, 1]` with Boltzmann weight `exp (x t)`. -/
def meanCos (x : ℝ) : ℝ :=
  (∫ t in (-1 : ℝ)..1, t * Real.exp (x * t)) / ∫ t in (-1 : ℝ)..1, Real.exp (x * t)

/-- The thermal mean, along a field `F`, of a dipole `μ` at temperature `T` with Boltzmann
constant `k`, averaged over the polar angle with weight `sin θ`; for `k * T ≠ 0`. -/
def meanDipole (μ k T F : ℝ) : ℝ :=
  (∫ θ in (0 : ℝ)..Real.pi,
    μ * Real.cos θ * Real.exp (μ * F * Real.cos θ / (k * T)) * Real.sin θ) /
  ∫ θ in (0 : ℝ)..Real.pi, Real.exp (μ * F * Real.cos θ / (k * T)) * Real.sin θ

/-- Closed forms for `x` times the integral of `exp (x t)` over `[-1, 1]`, and for `x²` times the
integral of `t exp (x t)` over the same interval. -/
theorem boltzmann_integrals (x : ℝ) :
    x * (∫ t in (-1 : ℝ)..1, Real.exp (x * t)) = 2 * Real.sinh x ∧
    x ^ 2 * (∫ t in (-1 : ℝ)..1, t * Real.exp (x * t)) =
      2 * (x * Real.cosh x - Real.sinh x) := by
  have h1 (t : ℝ) : HasDerivAt (fun t : ℝ => x * t) x t :=
    ((hasDerivAt_id' t).const_mul x).congr_deriv (mul_one x)
  -- explicit antiderivatives of both integrands
  have hZ : ∀ t ∈ Set.uIcc (-1 : ℝ) 1,
      HasDerivAt (fun t => Real.exp (x * t)) (x * Real.exp (x * t)) t :=
    fun t _ => (h1 t).exp.congr_deriv (by ring)
  have hM : ∀ t ∈ Set.uIcc (-1 : ℝ) 1,
      HasDerivAt (fun t => (x * t - 1) * Real.exp (x * t))
        (x ^ 2 * (t * Real.exp (x * t))) t :=
    fun t _ => (((h1 t).sub_const 1).fun_mul (h1 t).exp).congr_deriv (by ring)
  constructor
  · rw [← intervalIntegral.integral_const_mul,
      intervalIntegral.integral_eq_sub_of_hasDerivAt hZ
        (Continuous.intervalIntegrable (by fun_prop) _ _), Real.sinh_eq]
    simp only [mul_one, mul_neg]
    ring
  · rw [← intervalIntegral.integral_const_mul,
      intervalIntegral.integral_eq_sub_of_hasDerivAt hM
        (Continuous.intervalIntegrable (by fun_prop) _ _), Real.sinh_eq, Real.cosh_eq]
    simp only [mul_one, mul_neg]
    ring

/-- A function that is differentiable on all of `ℝ`, vanishes at zero and has positive slope for
positive arguments is positive for positive arguments. -/
theorem pos_of_slope_pos {f f' : ℝ → ℝ} (h0 : f 0 = 0) (hd : ∀ y, HasDerivAt f (f' y) y)
    (hp : ∀ y, 0 < y → 0 < f' y) {x : ℝ} (hx : 0 < x) : 0 < f x := by
  have hm : StrictMonoOn f (Set.Ici 0) := by
    refine strictMonoOn_of_deriv_pos (convex_Ici 0)
      (fun y _ => (hd y).continuousAt.continuousWithinAt) fun y hy => ?_
    rw [interior_Ici] at hy
    rw [(hd y).deriv]
    exact hp y hy
  have h := hm (Set.mem_Ici.2 le_rfl) (Set.mem_Ici.2 hx.le) hx
  rwa [h0] at h

/-- For `x > 0`, the combination `3 (x cosh x - sinh x)` lies strictly between `x³` and
`x² sinh x`. -/
theorem hyperbolic_bounds {x : ℝ} (hx : 0 < x) :
    x ^ 3 < 3 * (x * Real.cosh x - Real.sinh x) ∧
    3 * (x * Real.cosh x - Real.sinh x) < x ^ 2 * Real.sinh x := by
  have lower (y : ℝ) (hy : 0 < y) : 0 < y * Real.cosh y - Real.sinh y - y ^ 3 / 3 := by
    refine pos_of_slope_pos (f := fun y => y * Real.cosh y - Real.sinh y - y ^ 3 / 3)
      (f' := fun y => y * (Real.sinh y - y)) (by simp) (fun z => ?_)
      (fun z hz => mul_pos hz (sub_pos.2 (Real.self_lt_sinh_iff.2 hz))) hy
    refine ((((hasDerivAt_id' z).fun_mul (Real.hasDerivAt_cosh z)).fun_sub
      (Real.hasDerivAt_sinh z)).fun_sub ((hasDerivAt_pow 3 z).div_const 3)).congr_deriv ?_
    simp only [Nat.reduceSub, Nat.cast_ofNat]
    ring
  have upper : 0 < x * (x * Real.sinh x) + 3 * Real.sinh x - 3 * (x * Real.cosh x) := by
    refine pos_of_slope_pos
      (f := fun y => y * (y * Real.sinh y) + 3 * Real.sinh y - 3 * (y * Real.cosh y))
      (f' := fun y => y * (y * Real.cosh y - Real.sinh y)) (by simp) (fun z => ?_)
      (fun z hz => mul_pos hz (by linarith [lower z hz, pow_pos hz 3])) hx
    have hz := hasDerivAt_id' z
    exact (((hz.fun_mul (hz.fun_mul (Real.hasDerivAt_sinh z))).fun_add
      ((Real.hasDerivAt_sinh z).const_mul 3)).fun_sub
      ((hz.fun_mul (Real.hasDerivAt_cosh z)).const_mul 3)).congr_deriv (by ring)
  constructor
  · linarith [lower x hx]
  · linarith

/-- For `x ≠ 0`, the alignment per unit reduced field lies strictly between
`1 / (3 cosh x)` and `1 / 3`. -/
theorem response_bounds {x : ℝ} (hx : x ≠ 0) :
    1 / (3 * Real.cosh x) < meanCos x / x ∧ meanCos x / x < 1 / 3 := by
  have key (y : ℝ) (hy : 0 < y) :
      1 / (3 * Real.cosh y) < (y * Real.cosh y - Real.sinh y) / (y ^ 2 * Real.sinh y) ∧
      (y * Real.cosh y - Real.sinh y) / (y ^ 2 * Real.sinh y) < 1 / 3 := by
    obtain ⟨hl, hu⟩ := hyperbolic_bounds hy
    have hs : 0 < Real.sinh y := Real.sinh_pos_iff.2 hy
    have hc : 0 < Real.cosh y := Real.cosh_pos y
    have hsc : Real.sinh y < y * Real.cosh y := by linarith [pow_pos hy 3]
    constructor
    · rw [div_lt_div_iff₀ (by positivity) (by positivity)]
      nlinarith [mul_lt_mul_of_pos_left hsc (pow_pos hy 2), mul_lt_mul_of_pos_right hl hc]
    · rw [div_lt_div_iff₀ (by positivity) (by positivity)]
      linarith
  have hs : Real.sinh x ≠ 0 := mt Real.sinh_eq_zero.1 hx
  obtain ⟨hZ, hM⟩ := boltzmann_integrals x
  have e : meanCos x / x =
      (x * Real.cosh x - Real.sinh x) / (x ^ 2 * Real.sinh x) := by
    rw [meanCos, eq_div_of_mul_eq hx ((mul_comm _ _).trans hZ),
      eq_div_of_mul_eq (pow_ne_zero 2 hx) ((mul_comm _ _).trans hM)]
    field_simp
  rw [e]
  rcases lt_or_gt_of_ne hx with h | h
  · -- the quotient is even in the field
    have k := key (-x) (neg_pos.2 h)
    have ev : (-x * Real.cosh x - -Real.sinh x) / ((-x) ^ 2 * -Real.sinh x) =
        (x * Real.cosh x - Real.sinh x) / (x ^ 2 * Real.sinh x) := by
      rw [← neg_div_neg_eq]
      congr 1 <;> ring
    rwa [Real.cosh_neg, Real.sinh_neg, ev] at k
  · exact key x h

/-- For `x > 0` the Boltzmann average of `cos θ` is the Langevin function, which is positive
and lies below `x / 3`. -/
theorem meanCos_eq_langevin {x : ℝ} (hx : 0 < x) :
    meanCos x = langevin x ∧ 0 < langevin x ∧ langevin x < x / 3 := by
  have hs : Real.sinh x ≠ 0 := (Real.sinh_pos_iff.2 hx).ne'
  obtain ⟨hZ, hM⟩ := boltzmann_integrals x
  have e : meanCos x = langevin x := by
    rw [meanCos, langevin, eq_div_of_mul_eq hx.ne' ((mul_comm _ _).trans hZ),
      eq_div_of_mul_eq (pow_ne_zero 2 hx.ne') ((mul_comm _ _).trans hM)]
    field_simp
  obtain ⟨hl, hu⟩ := response_bounds hx.ne'
  rw [lt_div_iff₀ hx] at hl
  rw [div_lt_iff₀ hx] at hu
  have hp : 0 < 1 / (3 * Real.cosh x) * x :=
    mul_pos (one_div_pos.2 (mul_pos three_pos (Real.cosh_pos x))) hx
  rw [← e]
  exact ⟨rfl, hp.trans hl, by linarith⟩

/-- The mean alignment has slope `1 / 3` at zero reduced field. -/
theorem hasDerivAt_meanCos : HasDerivAt meanCos (1 / 3) 0 := by
  have hc : ContinuousAt (fun x : ℝ => 1 / (3 * Real.cosh x)) 0 :=
    ContinuousAt.div continuousAt_const
      (continuous_const.mul Real.continuous_cosh).continuousAt (by simp)
  have hl := hc.tendsto.mono_left (nhdsWithin_le_nhds (s := {0}ᶜ))
  simp only [Real.cosh_zero, mul_one] at hl
  -- squeeze between the two response bounds
  have ht : Tendsto (fun x => meanCos x / x) (𝓝[≠] 0) (𝓝 (1 / 3)) := by
    refine tendsto_of_tendsto_of_tendsto_of_le_of_le' hl tendsto_const_nhds ?_ ?_
    · filter_upwards [self_mem_nhdsWithin] with x hx
      exact (response_bounds hx).1.le
    · filter_upwards [self_mem_nhdsWithin] with x hx
      exact (response_bounds hx).2.le
  have h0 : meanCos 0 = 0 := by simp [meanCos]
  rw [hasDerivAt_iff_tendsto_slope]
  refine ht.congr fun x => ?_
  rw [slope_def_field, h0, sub_zero, sub_zero]

/-- `L(x) / x` tends to `1 / 3` as `x` tends to zero from above. -/
theorem tendsto_langevin_div :
    Tendsto (fun x => langevin x / x) (𝓝[>] 0) (𝓝 (1 / 3)) := by
  have h0 : meanCos 0 = 0 := by simp [meanCos]
  have h := (hasDerivAt_iff_tendsto_slope.1 hasDerivAt_meanCos).mono_left
    (nhdsWithin_mono 0 (fun x hx => (Set.mem_Ioi.1 hx).ne' : Set.Ioi (0 : ℝ) ⊆ {0}ᶜ))
  refine h.congr' ?_
  filter_upwards [self_mem_nhdsWithin] with x hx
  rw [slope_def_field, h0, sub_zero, sub_zero, (meanCos_eq_langevin hx).1]

/-- The thermal mean dipole is `μ` times the mean alignment at reduced field `μ F / (k T)`. -/
theorem meanDipole_eq (μ k T F : ℝ) :
    meanDipole μ k T F = μ * meanCos (μ * F / (k * T)) := by
  -- the substitution t = cos θ
  have polar (g : ℝ → ℝ) (hg : Continuous g) :
      ∫ θ in (0 : ℝ)..Real.pi, g (Real.cos θ) * Real.sin θ = ∫ t in (-1 : ℝ)..1, g t := by
    have h := intervalIntegral.integral_comp_mul_deriv (a := 0) (b := Real.pi)
      (f := Real.cos) (f' := fun θ => -Real.sin θ) (g := g)
      (fun θ _ => Real.hasDerivAt_cos θ) (by fun_prop) hg
    simp only [Function.comp_apply, mul_neg, intervalIntegral.integral_neg,
      Real.cos_zero, Real.cos_pi] at h
    rw [intervalIntegral.integral_symm 1 (-1), ← h, neg_neg]
  have e (t : ℝ) : μ * F * t / (k * T) = μ * F / (k * T) * t := by ring
  have h1 := polar (fun t => μ * t * Real.exp (μ * F / (k * T) * t)) (by fun_prop)
  have h2 := polar (fun t => Real.exp (μ * F / (k * T) * t)) (by fun_prop)
  beta_reduce at h1 h2
  rw [meanDipole]
  simp only [e]
  rw [h1, h2, meanCos, ← mul_div_assoc, ← intervalIntegral.integral_const_mul]
  simp only [mul_assoc]

/-- Debye's orientational polarisability: for `k, T > 0` the mean dipole is differentiable at
zero field, and its derivative `α` there satisfies `α * (3 k T) = μ²`. -/
theorem debye_polarisability (μ : ℝ) {k T : ℝ} (hk : 0 < k) (hT : 0 < T) :
    DifferentiableAt ℝ (meanDipole μ k T) 0 ∧
    deriv (meanDipole μ k T) 0 * (3 * k * T) = μ ^ 2 := by
  have hin : HasDerivAt (fun F : ℝ => μ * F / (k * T)) (μ / (k * T)) 0 :=
    (((hasDerivAt_id' (0 : ℝ)).const_mul μ).div_const (k * T)).congr_deriv (by rw [mul_one])
  have hout : HasDerivAt meanCos (1 / 3) (μ * 0 / (k * T)) := by
    rw [mul_zero, zero_div]
    exact hasDerivAt_meanCos
  have h : HasDerivAt (meanDipole μ k T) (μ * (1 / 3 * (μ / (k * T)))) 0 := by
    rw [show meanDipole μ k T = fun F => μ * meanCos (μ * F / (k * T)) from
      funext fun F => meanDipole_eq μ k T F]
    exact (HasDerivAt.comp (h := fun F : ℝ => μ * F / (k * T)) 0 hout hin).const_mul μ
  refine ⟨h.differentiableAt, ?_⟩
  rw [h.deriv]
  field_simp

/-- For positive `μ, k, T, F` the mean dipole is positive and strictly below the
linear-response value `μ² F / (3 k T)`. -/
theorem meanDipole_lt_linear {μ k T F : ℝ} (hμ : 0 < μ) (hk : 0 < k) (hT : 0 < T)
    (hF : 0 < F) :
    0 < meanDipole μ k T F ∧ meanDipole μ k T F < μ ^ 2 * F / (3 * k * T) := by
  have hx : 0 < μ * F / (k * T) := by positivity
  obtain ⟨h1, h2, h3⟩ := meanCos_eq_langevin hx
  rw [meanDipole_eq, h1]
  refine ⟨mul_pos hμ h2, ?_⟩
  calc μ * langevin (μ * F / (k * T)) < μ * (μ * F / (k * T) / 3) :=
        mul_lt_mul_of_pos_left h3 hμ
    _ = μ ^ 2 * F / (3 * k * T) := by ring

end

end DebyeOrientation
```

```lean
#print axioms DebyeOrientation.tendsto_langevin_div
#print axioms DebyeOrientation.debye_polarisability
#print axioms DebyeOrientation.meanDipole_lt_linear
```

```
'DebyeOrientation.tendsto_langevin_div' depends on axioms: [propext, Classical.choice, Quot.sound]
'DebyeOrientation.debye_polarisability' depends on axioms: [propext, Classical.choice, Quot.sound]
'DebyeOrientation.meanDipole_lt_linear' depends on axioms: [propext, Classical.choice, Quot.sound]
```

## Antiderivatives, signs of slopes and a squeeze

`boltzmann_integrals` checks the two antiderivatives and applies the fundamental theorem of calculus. The factors x and x² stay on the left, so the identities also hold at x = 0.

`pos_of_slope_pos` is the principle used for A and B: a function that is differentiable everywhere, is zero at 0 and has positive slope for positive arguments is positive for those arguments. `hyperbolic_bounds` applies it twice, as `lower` for A and `upper` for B, and the second application uses the first to sign the slope.

`response_bounds` turns these inequalities into the bounds on m(x)/x. Its inner statement `key` treats positive arguments by cross-multiplication. For the lower bound, `nlinarith` receives the two products that form the chain

x² sinh x < x³ cosh x < 3(x cosh x − sinh x) cosh x.

Negative arguments follow from evenness.

`meanCos_eq_langevin` divides the closed forms and multiplies the response bounds by x. `hasDerivAt_meanCos` carries out the squeeze on the difference quotient at 0, and `tendsto_langevin_div` restricts that limit to positive x, where m and L agree.

`meanDipole_eq` performs the substitution t = cos θ through its inner statement `polar`. `debye_polarisability` then composes the derivative 1/3 of `meanCos` with the derivative μ/(kT) of the reduced field. `meanDipole_lt_linear` inserts x = μF/(kT) into the Langevin bounds and multiplies by μ.

## Weak fields in floating point, and a reversed field

A program that evaluates L(x) as `1/tanh(x) - 1/x` subtracts two nearly equal large numbers when x is small. At x = 10⁻⁸ both are close to 10⁸, where neighbouring double-precision numbers are about 1.5 × 10⁻⁸ apart, while the true answer is about 3.3 × 10⁻⁹. No correct digit survives. One remedy is to return x/3 below some threshold. The bounds control the error of that branch, since for x > 0 they give

L(x) < x/3 < L(x) cosh x.

At x = 10⁻⁴ the relative error is therefore below about 5 × 10⁻⁹, before rounding.

The condition F > 0 matters for the finite-field inequality. Take μ = k = T = 1 and F = −1. The mean dipole is then −L(1) ≈ −0.313, while the linear value is −1/3 ≈ −0.333. The mean dipole is negative and lies above the linear value, so both inequalities fail. At F = 0 both sides vanish, and the strict inequalities fail as well. The magnitude still falls short of the linear response when the field is reversed; only the signs have changed.
